# The retarded Casimir–Polder integral is 23/4, giving an inverse-seventh-power energy for static polarizabilities

In Gaussian units, the retarded electric-dipole interaction energy of two ground-state atoms in vacuum at zero temperature, with isotropic static electric polarizabilities $\alpha$ and $\beta$ and a distance $R$ much larger than the wavelengths of their relevant transitions, is

$$E=-\frac{23\,\hbar c\,\alpha\beta}{4\pi R^7},$$

and the 23 comes from a single integral,

$$\int_0^\infty e^{-2u}\,(u^4+2u^3+5u^2+6u+3)\,du=\frac{23}{4}.$$

I would like to see this done rigorously, with the integral, the polynomial and the prefactor all checked by machine. Can the argument be written in Lean so that the number is tied to the dipole coupling it comes from? And what becomes of the 23 if the polarizabilities are tensors?

## From the dipole coupling to 23, and to 13, 20 and −15

The integral is exactly $23/4$, and the energy follows from it once the second-order expression for two dipole-coupled atoms is taken as the starting point. For polarizability tensors, the single number 23 is replaced by three weights, 13, 20 and −15, with $8\pi$ in place of $4\pi$ in the prefactor.

Use Gaussian units and number the Cartesian axes 0, 1, 2, with axis 2 along the line joining the atoms. At imaginary frequency $\xi$, let $x=R\xi/c$. The retarded field of a dipole then carries a factor that decays exponentially with distance, in place of the phase of a propagating wave, and the coupling tensor is $T=R^{-3}S(x)$ with

$$S(x)=e^{-x}\,\mathrm{diag}\bigl(1+x+x^2,\;1+x+x^2,\;-2(1+x)\bigr).$$

For polarizability tensors $A$ and $B$ that do not depend on frequency, the second-order energy is

$$E=-\frac{\hbar}{2\pi}\int_0^\infty \mathrm{Tr}[A\,T\,B\,T]\,d\xi .$$

**The polynomial.** Squaring the diagonal entries of $S$ gives

$$\mathrm{Tr}\,S(x)^2=e^{-2x}\bigl[2(1+x+x^2)^2+4(1+x)^2\bigr].$$

Since $(1+x+x^2)^2=1+2x+3x^2+2x^3+x^4$, the bracket is $6+12x+10x^2+4x^3+2x^4$, which is twice the polynomial in the question.

**The integral.** The moments follow from the Gamma integral:

$$\int_0^\infty u^n e^{-2u}\,du=\frac{n!}{2^{n+1}}.$$

For $n=0,\dots,4$ they are $\tfrac12,\tfrac14,\tfrac14,\tfrac38,\tfrac34$. Hence

$$3\cdot\tfrac12+6\cdot\tfrac14+5\cdot\tfrac14+2\cdot\tfrac38+\tfrac34=\tfrac{23}{4}.$$

**Tensors.** Write $t=1+x+x^2$ and $l=-2(1+x)$. Because $S$ is diagonal, $\mathrm{Tr}[A\,S\,B\,S]=\sum_{ij}A_{ij}S_{jj}B_{ji}S_{ii}$, which groups into $e^{-2x}(p\,t^2+q\,l^2+m\,t\,l)$ with

- $p=A_{00}B_{00}+A_{01}B_{10}+A_{10}B_{01}+A_{11}B_{11}$ (transverse),
- $q=A_{22}B_{22}$ (longitudinal),
- $m=A_{02}B_{20}+A_{12}B_{21}+A_{20}B_{02}+A_{21}B_{12}$ (mixed).

The moments give the three integrals:

$$\int_0^\infty e^{-2x}t^2\,dx=\tfrac12+\tfrac24+\tfrac34+\tfrac68+\tfrac34=\tfrac{13}{4},$$

$$\int_0^\infty e^{-2x}l^2\,dx=4\left(\tfrac12+\tfrac24+\tfrac14\right)=5,$$

$$\int_0^\infty e^{-2x}t\,l\,dx=-2\left(\tfrac12+\tfrac24+\tfrac24+\tfrac38\right)=-\tfrac{15}{4}.$$

**The power of $R$.** The two factors $T$ contribute $R^{-6}$, and $d\xi=(c/R)\,dx$ contributes one more inverse power of $R$:

$$E=-\frac{\hbar c}{8\pi R^7}\,(13p+20q-15m).$$

For $A=\alpha\mathbf 1$ and $B=\beta\mathbf 1$ we have $p=2\alpha\beta$, $q=\alpha\beta$ and $m=0$. The bracket is then $46\,\alpha\beta$, and $46/8=23/4$ restores the isotropic formula.

**Two orientations in numbers.** Set $\hbar=c=1$ and $R=10$, so that $8\pi R^7\approx 2.513\times10^8$. Take two elongated particles with principal polarizabilities $(1,1,2)$ and $(1,1,3)$.

- Long axes along the line joining them: $p=2$, $q=6$, $m=0$. The bracket is $26+120=146$ and $E\approx-5.81\times10^{-7}$.
- Long axes both along axis 0: $p=2\cdot3+1=7$, $q=1$, $m=0$. The bracket is $91+20=111$ and $E\approx-4.42\times10^{-7}$.

The end-to-end arrangement is the more strongly bound of the two.

**The limit without retardation.** At $x=0$ the tensor becomes $S(0)=\mathrm{diag}(1,1,-2)$, the electrostatic dipole coupling, and $\mathrm{Tr}\,S(0)^2=6$. Putting this into the energy expression with frequency-dependent polarizabilities gives the London form $-\frac{3\hbar}{\pi R^6}\int_0^\infty\alpha(i\xi)\beta(i\xi)\,d\xi$. There the decay of the polarizabilities makes the integral converge; in the retarded regime the factor $e^{-2x}$ does so.

## What the Lean definitions and theorems say

`dipoleShape x` is $S(x)$, written as a real 3×3 matrix with rows and columns 0, 1, 2. `dipoleTensor c R ξ` is $R^{-3}S(R\xi/c)$. `interactionEnergy ħ c R A B` is the integral for $E$ above, with `Ioi (0 : ℝ)` standing for the half-line $\xi>0$.

`casimirPolder_integral` is the statement about $23/4$, and `trace_dipoleShape_sq` identifies its integrand as half of $\mathrm{Tr}\,S(x)^2$. `interactionEnergy_eq` is the tensor law. It assumes $c>0$ and $R>0$ and nothing about $A$ and $B$, which need not be symmetric or positive. `interactionEnergy_isotropic` specialises it to `α • 1` and `β • 1`, multiples of the identity matrix. Here $\alpha$ and $\beta$ are arbitrary real numbers, and the energy is attractive when they have the same sign.

The physics enters through the definitions. Casimir and Polder's result is a statement of quantum electrodynamics, valid for atoms whose polarizabilities depend on frequency; the file begins later, with the second-order energy expression and the retarded dipole tensor given and the polarizabilities held at their static values. That replacement is appropriate when $R$ is much larger than the wavelengths of the relevant atomic transitions, because only frequencies up to about $c/R$ then contribute. The theorem gives the $R^{-7}$ law at every $R>0$ since the model has no atomic frequency to set a crossover. Magnetic response, higher multipoles, higher orders in the coupling, temperature and surrounding media are absent.

For dispersion calculations in electronic structure, the formula supplies a long-distance value against which a numerical frequency integration with the retarded dipole tensor can be compared, for a single pair of point dipoles at second order. It does not apply to calculations that use the unretarded coupling, whose pair energy falls off as $R^{-6}$ at long distance.

```lean
import Mathlib

open MeasureTheory Set

namespace RetardedCasimirPolder

noncomputable section

/-- The dimensionless retarded dipole tensor at imaginary frequency, for atoms separated along
the third axis; `x` is the imaginary frequency times the light travel time. -/
def dipoleShape (x : ℝ) : Matrix (Fin 3) (Fin 3) ℝ :=
  !![Real.exp (-x) * (1 + x + x ^ 2), 0, 0;
     0, Real.exp (-x) * (1 + x + x ^ 2), 0;
     0, 0, -(2 * (Real.exp (-x) * (1 + x)))]

/-- The retarded dipole tensor at separation `R` and imaginary frequency `ξ`, with speed of
light `c` (Gaussian units). -/
def dipoleTensor (c R ξ : ℝ) : Matrix (Fin 3) (Fin 3) ℝ :=
  (1 / R ^ 3) • dipoleShape (R / c * ξ)

/-- The second-order interaction energy of two atoms with frequency-independent polarizability
tensors `A` and `B`, as an integral over imaginary frequency. -/
def interactionEnergy (ħ c R : ℝ) (A B : Matrix (Fin 3) (Fin 3) ℝ) : ℝ :=
  -(ħ / (2 * Real.pi)) *
    ∫ ξ in Ioi (0 : ℝ), Matrix.trace (A * dipoleTensor c R ξ * B * dipoleTensor c R ξ)

/-- The `n`-th moment of the retardation factor `exp (-2u)` is `n! / 2 ^ (n + 1)`. -/
theorem moment (n : ℕ) :
    ∫ u in Ioi (0 : ℝ), u ^ n * Real.exp (-(2 * u)) = (n.factorial : ℝ) / 2 ^ (n + 1) := by
  have h := Real.integral_rpow_mul_exp_neg_mul_Ioi (a := (n : ℝ) + 1) (r := 2)
    (by positivity) (by norm_num)
  have e : (1 / 2 : ℝ) ^ ((n : ℝ) + 1) = 1 / 2 ^ (n + 1) := by
    rw [show (n : ℝ) + 1 = ((n + 1 : ℕ) : ℝ) by simp, Real.rpow_natCast, one_div_pow]
  rw [Real.Gamma_nat_eq_factorial, e] at h
  simp only [add_sub_cancel_right, Real.rpow_natCast] at h
  rw [h]
  ring

/-- Every moment integral of the retardation factor converges. -/
theorem moment_integrable (n : ℕ) :
    IntegrableOn (fun u : ℝ => u ^ n * Real.exp (-(2 * u))) (Ioi 0) := by
  -- a divergent integral would have the value zero, but the moment is positive
  by_contra h
  have h0 := integral_undef h
  rw [moment n] at h0
  have hpos : (0 : ℝ) < (n.factorial : ℝ) / 2 ^ (n + 1) := by positivity
  exact hpos.ne' h0

/-- The integral of the retardation factor times a polynomial is the matching combination of
moments. -/
theorem integral_polynomial (N : ℕ) (p : ℕ → ℝ) :
    ∫ u in Ioi (0 : ℝ), Real.exp (-(2 * u)) * ∑ k ∈ Finset.range N, p k * u ^ k
      = ∑ k ∈ Finset.range N, p k * ((k.factorial : ℝ) / 2 ^ (k + 1)) := by
  have e : (fun u : ℝ => Real.exp (-(2 * u)) * ∑ k ∈ Finset.range N, p k * u ^ k)
      = fun u => ∑ k ∈ Finset.range N, p k * (u ^ k * Real.exp (-(2 * u))) := by
    funext u
    rw [Finset.mul_sum]
    exact Finset.sum_congr rfl (fun k _ => by ring)
  rw [e, MeasureTheory.integral_finsetSum _ (fun k _ => (moment_integrable k).const_mul (p k))]
  refine Finset.sum_congr rfl (fun k _ => ?_)
  rw [integral_const_mul, moment]

/-- The integral of the retardation factor times a quartic, in terms of its coefficients. -/
theorem integral_quartic (a b d e f : ℝ) :
    ∫ u in Ioi (0 : ℝ), Real.exp (-(2 * u)) * (a + b * u + d * u ^ 2 + e * u ^ 3 + f * u ^ 4)
      = a / 2 + b / 4 + d / 4 + 3 * e / 8 + 3 * f / 4 := by
  obtain ⟨p, h0, h1, h2, h3, h4⟩ : ∃ p : ℕ → ℝ,
      p 0 = a ∧ p 1 = b ∧ p 2 = d ∧ p 3 = e ∧ p 4 = f :=
    ⟨fun k => if k = 0 then a else if k = 1 then b else if k = 2 then d
      else if k = 3 then e else f, by simp⟩
  have hq : (fun u : ℝ => Real.exp (-(2 * u)) *
        (a + b * u + d * u ^ 2 + e * u ^ 3 + f * u ^ 4))
      = fun u => Real.exp (-(2 * u)) * ∑ k ∈ Finset.range 5, p k * u ^ k := by
    funext u
    simp only [Finset.sum_range_succ, Finset.sum_range_zero, h0, h1, h2, h3, h4]
    ring
  have f0 : ((Nat.factorial 0 : ℕ) : ℝ) = 1 := by norm_num [Nat.factorial]
  have f1 : ((Nat.factorial 1 : ℕ) : ℝ) = 1 := by norm_num [Nat.factorial]
  have f2 : ((Nat.factorial 2 : ℕ) : ℝ) = 2 := by norm_num [Nat.factorial]
  have f3 : ((Nat.factorial 3 : ℕ) : ℝ) = 6 := by norm_num [Nat.factorial]
  have f4 : ((Nat.factorial 4 : ℕ) : ℝ) = 24 := by norm_num [Nat.factorial]
  rw [hq, integral_polynomial]
  simp only [Finset.sum_range_succ, Finset.sum_range_zero, h0, h1, h2, h3, h4,
    f0, f1, f2, f3, f4]
  ring

/-- The retarded Casimir-Polder coefficient: the kernel integrates to `23 / 4`. -/
theorem casimirPolder_integral :
    ∫ u in Ioi (0 : ℝ), Real.exp (-(2 * u)) * (u ^ 4 + 2 * u ^ 3 + 5 * u ^ 2 + 6 * u + 3)
      = 23 / 4 := by
  have e : (fun u : ℝ => Real.exp (-(2 * u)) *
        (u ^ 4 + 2 * u ^ 3 + 5 * u ^ 2 + 6 * u + 3))
      = fun u => Real.exp (-(2 * u)) * (3 + 6 * u + 5 * u ^ 2 + 2 * u ^ 3 + 1 * u ^ 4) := by
    funext u
    ring
  rw [e, integral_quartic]
  norm_num

/-- The trace of the squared dimensionless dipole tensor is twice the Casimir-Polder kernel. -/
theorem trace_dipoleShape_sq (x : ℝ) :
    Matrix.trace (dipoleShape x * dipoleShape x)
      = 2 * (Real.exp (-(2 * x)) * (x ^ 4 + 2 * x ^ 3 + 5 * x ^ 2 + 6 * x + 3)) := by
  rw [show -(2 * x) = -x + -x by ring, Real.exp_add]
  simp [dipoleShape, Matrix.trace_fin_three]
  ring

/-- For arbitrary polarizability tensors, the dimensionless frequency integral weights the
transverse, longitudinal and mixed components by `13/4`, `5` and `-15/4`. -/
theorem integral_trace (A B : Matrix (Fin 3) (Fin 3) ℝ) :
    ∫ x in Ioi (0 : ℝ), Matrix.trace (A * dipoleShape x * B * dipoleShape x)
      = 13 / 4 * (A 0 0 * B 0 0 + A 0 1 * B 1 0 + A 1 0 * B 0 1 + A 1 1 * B 1 1)
        + 5 * (A 2 2 * B 2 2)
        - 15 / 4 * (A 0 2 * B 2 0 + A 1 2 * B 2 1 + A 2 0 * B 0 2 + A 2 1 * B 1 2) := by
  obtain ⟨p, hp⟩ : ∃ p, p = A 0 0 * B 0 0 + A 0 1 * B 1 0 + A 1 0 * B 0 1 + A 1 1 * B 1 1 :=
    ⟨_, rfl⟩
  obtain ⟨q, hq⟩ : ∃ q, q = A 2 2 * B 2 2 := ⟨_, rfl⟩
  obtain ⟨m, hm⟩ : ∃ m, m = A 0 2 * B 2 0 + A 1 2 * B 2 1 + A 2 0 * B 0 2 + A 2 1 * B 1 2 :=
    ⟨_, rfl⟩
  -- the trace is the retardation factor times a quartic
  have e : (fun x : ℝ => Matrix.trace (A * dipoleShape x * B * dipoleShape x))
      = fun x => Real.exp (-(2 * x)) * ((p + 4 * q - 2 * m) + (2 * p + 8 * q - 4 * m) * x
        + (3 * p + 4 * q - 4 * m) * x ^ 2 + (2 * p - 2 * m) * x ^ 3 + p * x ^ 4) := by
    funext x
    rw [show -(2 * x) = -x + -x by ring, Real.exp_add, hp, hq, hm]
    simp [dipoleShape, Matrix.trace_fin_three, Matrix.mul_apply, Fin.sum_univ_three]
    ring
  rw [e, integral_quartic, ← hp, ← hq, ← hm]
  ring

/-- The retarded interaction energy of two atoms with arbitrary static polarizability tensors
follows an inverse seventh power law with weights `13`, `20` and `-15`. -/
theorem interactionEnergy_eq (ħ : ℝ) {c R : ℝ} (hc : 0 < c) (hR : 0 < R)
    (A B : Matrix (Fin 3) (Fin 3) ℝ) :
    interactionEnergy ħ c R A B = -(ħ * c / (8 * Real.pi * R ^ 7)) *
      (13 * (A 0 0 * B 0 0 + A 0 1 * B 1 0 + A 1 0 * B 0 1 + A 1 1 * B 1 1)
        + 20 * (A 2 2 * B 2 2)
        - 15 * (A 0 2 * B 2 0 + A 1 2 * B 2 1 + A 2 0 * B 0 2 + A 2 1 * B 1 2)) := by
  have e : (fun ξ : ℝ => Matrix.trace (A * dipoleTensor c R ξ * B * dipoleTensor c R ξ))
      = fun ξ => 1 / R ^ 6 *
        Matrix.trace (A * dipoleShape (R / c * ξ) * B * dipoleShape (R / c * ξ)) := by
    funext ξ
    simp only [dipoleTensor, Matrix.mul_smul, Matrix.smul_mul, Matrix.trace_smul, smul_eq_mul]
    ring
  -- substitute the dimensionless frequency x = R ξ / c
  have hs := integral_comp_mul_left_Ioi
    (fun x : ℝ => Matrix.trace (A * dipoleShape x * B * dipoleShape x)) 0 (div_pos hR hc)
  simp only [mul_zero, smul_eq_mul] at hs
  have hpi := Real.pi_ne_zero
  rw [interactionEnergy, e, integral_const_mul, hs, integral_trace, inv_div]
  field_simp
  ring

/-- Two isotropic atoms with static polarizabilities `α` and `β` have the retarded interaction
energy `-23 ħ c α β / (4 π R ^ 7)`. -/
theorem interactionEnergy_isotropic (ħ α β : ℝ) {c R : ℝ} (hc : 0 < c) (hR : 0 < R) :
    interactionEnergy ħ c R (α • 1) (β • 1)
      = -(23 * ħ * c * α * β / (4 * Real.pi * R ^ 7)) := by
  rw [interactionEnergy_eq ħ hc hR]
  simp only [Matrix.smul_apply, Matrix.one_apply, smul_eq_mul, Fin.isValue, Fin.reduceEq,
    if_true, if_false]
  ring

end

end RetardedCasimirPolder
```

```lean
#print axioms RetardedCasimirPolder.casimirPolder_integral
#print axioms RetardedCasimirPolder.trace_dipoleShape_sq
#print axioms RetardedCasimirPolder.interactionEnergy_isotropic
```

```
'RetardedCasimirPolder.casimirPolder_integral' depends on axioms: [propext, Classical.choice, Quot.sound]
'RetardedCasimirPolder.trace_dipoleShape_sq' depends on axioms: [propext, Classical.choice, Quot.sound]
'RetardedCasimirPolder.interactionEnergy_isotropic' depends on axioms: [propext, Classical.choice, Quot.sound]
```

## How the proof follows the calculation

`moment` takes Mathlib's Gamma integral $\int_0^\infty u^{a-1}e^{-ru}\,du=(1/r)^a\,\Gamma(a)$ at $a=n+1$ and $r=2$, then converts the real powers to natural ones and $\Gamma(n+1)$ to $n!$.

`moment_integrable` obtains convergence from that value. Lean assigns the value zero to a divergent integral, whereas $n!/2^{n+1}$ is positive, so the integrand must be integrable.

`integral_polynomial` is linearity. It distributes $e^{-2u}$ over the sum and exchanges the finite sum with the integral, which is where `moment_integrable` is needed. It then takes each coefficient outside and inserts the moment.

`integral_quartic` specialises this to five coefficients and evaluates the factorials, giving $a/2+b/4+d/4+3e/8+3f/4$ for $a+bu+du^2+eu^3+fu^4$. All later integrals go through this formula. For `casimirPolder_integral`, the polynomial is reordered by rising powers and `norm_num` does the sum of fractions that gives $23/4$.

`trace_dipoleShape_sq` splits $e^{-2x}$ into $e^{-x}e^{-x}$, expands the matrix product and its trace with `simp`, and leaves the polynomial identity to `ring`.

`integral_trace` does the same for general $A$ and $B$. It first gives the three combinations the names `p`, `q` and `m`, as above. The step `e` then shows that the trace is $e^{-2x}$ times a quartic whose coefficients are linear in them. For instance, the constant term is $p+4q-2m$, as one finds from $t=1$ and $l=-2$ at $x=0$. Applying `integral_quartic` and collecting terms yields the weights $13/4$, $5$ and $-15/4$.

`interactionEnergy_eq` restores the units. Its step `e` pulls the two factors $1/R^3$ out of the trace as $1/R^6$. The substitution $x=R\xi/c$ is `integral_comp_mul_left_Ioi`, which leaves the lower limit at zero and produces the factor $(R/c)^{-1}=c/R$. After `integral_trace` has supplied the dimensionless integral, `field_simp` and `ring` combine the prefactors into $\hbar c/(8\pi R^7)$.

`interactionEnergy_isotropic` evaluates the entries of the two multiples of the identity. The off-diagonal entries vanish, and `ring` reduces $2\cdot13+20=46$ over 8 to the 23 over 4 in the final energy.
